# A band with a nondecreasing density of states holds at least as many carriers as it has states below the chemical potential

In a heavily doped semiconductor the chemical potential μ can lie inside the conduction band. At low temperature the carriers nearly fill the states from the band edge up to μ, and counting those states gives an estimate of the carrier density. At finite temperature some states below μ are empty and some above μ are occupied. Does this smearing raise or lower the density at a given μ?

Put the band edge at E = 0, let g(E) be the density of states and f(E) the Fermi function. Write ∫[a, b] for an integral from a to b. If g is nondecreasing and vanishes below the edge, μ ≥ 0, and g f is integrable, then

∫[−∞, ∞] g(E) f(E) dE ≥ ∫[0, μ] g(E) dE.

For independent electrons in such a band, the count of states up to μ is therefore a lower bound on the exact carrier density. A numerically computed density should respect it up to numerical error.

## The Fermi function and the carrier density

```lean
import Mathlib

open MeasureTheory Set

namespace DegenerateCarriers

noncomputable section
```

These lines load the mathematical library Mathlib and open a namespace for the names that follow.

```lean
/-- The Fermi function at chemical potential `μ` and thermal energy `kT`. -/
def fermi (μ kT E : ℝ) : ℝ := 1 / (1 + Real.exp ((E - μ) / kT))
```

This defines f(E) = 1/(1 + exp((E − μ)/kT)). The name `kT` is a single real variable, the thermal energy.

```lean
/-- The carrier density: the density of states `g` weighted by the Fermi function and
integrated over all energies. -/
def carrierDensity (g : ℝ → ℝ) (μ kT : ℝ) : ℝ := ∫ E, g E * fermi μ kT E
```

The carrier density is n = ∫ g(E) f(E) dE over the whole real line. The argument `g : ℝ → ℝ` is any real function of energy; if it counts states per volume and energy, with spin included, n is a number per volume. The electrons are independent, and g does not change with temperature or filling.

```lean
lemma fermi_pos (μ kT E : ℝ) : 0 < fermi μ kT E := by
  unfold fermi
  positivity
```

A `lemma` states a claim after the colon and proves it after `:=`. Here the claim is f(E) > 0, which holds because the exponential is positive.

```lean
lemma fermi_continuous (μ kT : ℝ) : Continuous (fermi μ kT) := by
  show Continuous fun E => 1 / (1 + Real.exp ((E - μ) / kT))
  exact Continuous.div continuous_const (by fun_prop) (fun E => by positivity)
```

The Fermi function is continuous, since its denominator never vanishes. This is used below to show that products with f can be integrated.

## Pairing energies on either side of μ

```lean
/-- Particle-hole symmetry: the occupation at `x` below the chemical potential equals the
vacancy at `x` above it. -/
theorem particle_hole (μ kT x : ℝ) :
    fermi μ kT (μ - x) = 1 - fermi μ kT (μ + x) := by
  have key : ∀ a b : ℝ, 0 < a → 0 < b → a * b = 1 → 1 / (1 + a) + 1 / (1 + b) = 1 := by
    intro a b ha hb h
    have h1 : 1 + a ≠ 0 := by positivity
    have h2 : 1 + b ≠ 0 := by positivity
    rw [div_add_div _ _ h1 h2, div_eq_one_iff_eq (mul_ne_zero h1 h2)]
    linear_combination -h
  have hprod : Real.exp ((μ - x - μ) / kT) * Real.exp ((μ + x - μ) / kT) = 1 := by
    rw [← Real.exp_add]
    have h : (μ - x - μ) / kT + (μ + x - μ) / kT = 0 := by ring
    rw [h, Real.exp_zero]
  have h := key _ _ (Real.exp_pos _) (Real.exp_pos _) hprod
  unfold fermi
  linarith
```

The statement reads

f(μ − x) = 1 − f(μ + x).

The probability that a state x below μ is occupied equals the probability that a state x above μ is empty. By hand, set a = exp(−x/kT) and b = exp(x/kT), so that ab = 1. Then

1/(1 + a) + 1/(1 + b) = (2 + a + b)/(1 + a + b + ab) = 1.

In the proof, `key` is this algebra for general positive a and b, and `hprod` checks that the two exponentials multiply to 1. The tactic `linarith` finishes by linear arithmetic.

```lean
/-- On the window from `0` to `2μ`, the thermal density equals that of the band filled up to `μ`
plus the growth of `g` across `μ`, weighted by the occupation above `μ`. -/
theorem window_identity {g : ℝ → ℝ} (hg : Monotone g) (μ kT : ℝ) :
    ∫ E in (0 : ℝ)..(2 * μ), g E * fermi μ kT E =
      (∫ E in (0 : ℝ)..μ, g E) +
        ∫ x in (0 : ℝ)..μ, (g (μ + x) - g (μ - x)) * fermi μ kT (μ + x) := by
  have hf := fermi_continuous μ kT
  have hI : ∀ a b : ℝ, IntervalIntegrable (fun E => g E * fermi μ kT E) volume a b :=
    fun a b => hg.intervalIntegrable.mul_continuousOn hf.continuousOn
  have up : IntervalIntegrable (fun x => g (μ + x)) volume 0 μ :=
    Monotone.intervalIntegrable (fun x y h => hg (by linarith))
  have dn : IntervalIntegrable (fun x => g (μ - x)) volume 0 μ :=
    Antitone.intervalIntegrable (fun x y h => hg (by linarith))
  have cu : Continuous fun x => fermi μ kT (μ + x) := hf.comp (by fun_prop)
  have cd : Continuous fun x => fermi μ kT (μ - x) := hf.comp (by fun_prop)
  have i1 : IntervalIntegrable (fun x => g (μ - x) * fermi μ kT (μ - x)) volume 0 μ :=
    dn.mul_continuousOn cd.continuousOn
  have i2 : IntervalIntegrable (fun x => g (μ + x) * fermi μ kT (μ + x)) volume 0 μ :=
    up.mul_continuousOn cu.continuousOn
  have i4 : IntervalIntegrable
      (fun x => (g (μ + x) - g (μ - x)) * fermi μ kT (μ + x)) volume 0 μ :=
    (up.sub dn).mul_continuousOn cu.continuousOn
  -- measure energies from the chemical potential, downwards and upwards
  have A1 := intervalIntegral.integral_comp_sub_left (a := 0) (b := μ)
    (fun E => g E * fermi μ kT E) μ
  have A2 := intervalIntegral.integral_comp_add_left (a := 0) (b := μ)
    (fun E => g E * fermi μ kT E) μ
  have A3 := intervalIntegral.integral_comp_sub_left (a := 0) (b := μ) (fun E => g E) μ
  simp only [sub_self, sub_zero] at A1 A3
  simp only [add_zero, ← two_mul] at A2
  -- particle-hole symmetry, pair by pair
  have key : (∫ x in (0 : ℝ)..μ, g (μ - x) * fermi μ kT (μ - x)) +
      (∫ x in (0 : ℝ)..μ, g (μ + x) * fermi μ kT (μ + x)) =
      (∫ x in (0 : ℝ)..μ, g (μ - x)) +
        ∫ x in (0 : ℝ)..μ, (g (μ + x) - g (μ - x)) * fermi μ kT (μ + x) := by
    rw [← intervalIntegral.integral_add i1 i2, ← intervalIntegral.integral_add dn i4]
    refine intervalIntegral.integral_congr fun x _ => ?_
    simp only [particle_hole]
    ring
  have split := intervalIntegral.integral_add_adjacent_intervals (hI 0 μ) (hI μ (2 * μ))
  linarith
```

The hypothesis `hg : Monotone g` says that g is nondecreasing. The conclusion is an exact identity:

∫[0, 2μ] g(E) f(E) dE = ∫[0, μ] g(E) dE + ∫[0, μ] (g(μ + x) − g(μ − x)) f(μ + x) dx.

To derive it, split the left side at μ. Substitute E = μ − x in the lower half and E = μ + x in the upper half, which gives

∫[0, μ] (g(μ − x) f(μ − x) + g(μ + x) f(μ + x)) dx.

Replacing f(μ − x) by 1 − f(μ + x) turns the integrand into

g(μ − x) + (g(μ + x) − g(μ − x)) f(μ + x).

The first term integrates to ∫[0, μ] g(E) dE, and the second is the correction. Physically, each electron missing at μ − x is matched by an occupation probability at μ + x, where there are at least as many states.

The first half of the Lean proof establishes integrability. A monotone function is integrable on every bounded interval, so g may have jumps. The facts `A1`, `A2` and `A3` are the substitutions, `key` is the pairing under the integral sign, and `split` joins the two halves at μ.

## The full density as three terms

```lean
/-- The carrier density is that of the band filled up to `μ`, plus the paired excess across `μ`,
plus the thermal tail above `2μ`. -/
theorem carrierDensity_eq {g : ℝ → ℝ} {μ kT : ℝ} (hg : Monotone g)
    (h0 : ∀ E < 0, g E = 0) (hint : Integrable fun E => g E * fermi μ kT E) :
    carrierDensity g μ kT = (∫ E in (0 : ℝ)..μ, g E) +
      (∫ x in (0 : ℝ)..μ, (g (μ + x) - g (μ - x)) * fermi μ kT (μ + x)) +
      ∫ E in Ioi (2 * μ), g E * fermi μ kT E := by
  have below : ∫ E in Iic (0 : ℝ), g E * fermi μ kT E = 0 := by
    rw [integral_Iic_eq_integral_Iio]
    exact setIntegral_eq_zero_of_forall_eq_zero fun E hE => by rw [h0 E hE, zero_mul]
  have h1 := intervalIntegral.integral_Iic_sub_Iic
    (hint.integrableOn (s := Iic (0 : ℝ))) (hint.integrableOn (s := Iic (2 * μ)))
  have h2 := integral_add_compl (measurableSet_Iic (a := 2 * μ)) hint
  rw [compl_Iic] at h2
  have h3 := window_identity hg μ kT
  unfold carrierDensity
  linarith
```

Two hypotheses are new. `h0` says that g(E) = 0 for every E < 0, so there are no states below the edge. `hint` says that g f is integrable: the band holds a finite density of carriers, which excludes a g that grows too fast for the thermal tail to suppress. The conclusion is

n = ∫[0, μ] g(E) dE + ∫[0, μ] (g(μ + x) − g(μ − x)) f(μ + x) dx + ∫[2μ, ∞] g(E) f(E) dE.

For μ ≥ 0 the derivation cuts the energy axis at 0 and 2μ. The part below 0 contributes nothing, the middle part is the previous identity, and the rest is the thermal tail. In Lean, `Iic a` is the half-line of energies up to and including a, and `Ioi a` the half-line strictly above a. The hypothesis `h0` does not fix the value g(0), and a single energy does not affect the integrals.

```lean
lemma dos_nonneg {g : ℝ → ℝ} (hg : Monotone g) (h0 : ∀ E < 0, g E = 0) (E : ℝ) :
    0 ≤ g E := by
  rw [← h0 (min E (-1)) (lt_of_le_of_lt (min_le_right _ _) (by norm_num))]
  exact hg (min_le_left _ _)
```

The density of states is nonnegative, although no hypothesis says so directly. For any E, the energy min(E, −1) lies below the edge, where g is zero, and g cannot decrease on the way up to E.

```lean
lemma excess_nonneg {g : ℝ → ℝ} {μ : ℝ} (kT : ℝ) (hg : Monotone g) (hμ : 0 ≤ μ) :
    0 ≤ ∫ x in (0 : ℝ)..μ, (g (μ + x) - g (μ - x)) * fermi μ kT (μ + x) :=
  intervalIntegral.integral_nonneg hμ fun x hx =>
    mul_nonneg (sub_nonneg.2 (hg (by linarith [hx.1]))) (fermi_pos _ _ _).le
```

The paired correction is nonnegative when μ ≥ 0. For x between 0 and μ we have μ − x ≤ μ + x, so the difference of the two values of g is nonnegative, and it is multiplied by a positive occupation.

## The inequality and its strict form

```lean
/-- For a nondecreasing density of states starting at the band edge `0`, the carrier density is
at least the number of states between the band edge and the chemical potential. -/
theorem filled_band_le_carrierDensity {g : ℝ → ℝ} {μ kT : ℝ} (hg : Monotone g)
    (h0 : ∀ E < 0, g E = 0) (hμ : 0 ≤ μ)
    (hint : Integrable fun E => g E * fermi μ kT E) :
    ∫ E in (0 : ℝ)..μ, g E ≤ carrierDensity g μ kT := by
  have tail : 0 ≤ ∫ E in Ioi (2 * μ), g E * fermi μ kT E :=
    integral_nonneg fun E => mul_nonneg (dos_nonneg hg h0 E) (fermi_pos _ _ _).le
  rw [carrierDensity_eq hg h0 hint]
  linarith [excess_nonneg kT hg hμ]
```

This is the inequality from the opening. In the three-term formula the paired correction is nonnegative by the preceding lemma, and the tail is nonnegative because g ≥ 0 and f > 0. Dropping both leaves

n ≥ ∫[0, μ] g(E) dE.

The Lean proof does exactly this: `tail` handles the last term, `rw` rewrites n by the three-term formula, and `linarith` combines the signs.

No hypothesis demands kT > 0. A short argument not included in the file shows why none is needed: for any other value of kT the occupation does not decay at high energy, so g f could be integrable only if g were zero everywhere.

The monotonicity of g does limit the scope. A one-dimensional parabolic band, whose density of states falls as 1/√E, is not covered, and neither is a band with an upper edge.

```lean
/-- For a nondecreasing density of states that is zero below the band edge `0` and positive at some
energy, the carrier density strictly exceeds the number of states between the band edge and the
chemical potential `μ ≥ 0`. -/
theorem filled_band_lt_carrierDensity {g : ℝ → ℝ} {μ kT E₀ : ℝ} (hg : Monotone g)
    (h0 : ∀ E < 0, g E = 0) (hμ : 0 ≤ μ) (hE₀ : 0 < g E₀)
    (hint : Integrable fun E => g E * fermi μ kT E) :
    ∫ E in (0 : ℝ)..μ, g E < carrierDensity g μ kT := by
  -- the thermal tail contains a half-line of occupied states
  have tail : 0 < ∫ E in Ioi (2 * μ), g E * fermi μ kT E := by
    rw [setIntegral_pos_iff_support_of_nonneg_ae
      (Filter.Eventually.of_forall fun E =>
        mul_nonneg (dos_nonneg hg h0 E) (fermi_pos _ _ _).le) hint.integrableOn]
    have hsub : Ioi (max E₀ (2 * μ)) ⊆
        Function.support (fun E => g E * fermi μ kT E) ∩ Ioi (2 * μ) := by
      intro E hE
      have h := max_lt_iff.mp (mem_Ioi.mp hE)
      exact ⟨ne_of_gt (mul_pos (hE₀.trans_le (hg h.1.le)) (fermi_pos _ _ _)), h.2⟩
    refine lt_of_lt_of_le ?_ (measure_mono hsub)
    simp [Real.volume_Ioi]
  rw [carrierDensity_eq hg h0 hint]
  linarith [excess_nonneg kT hg hμ]
```

The extra hypothesis `hE₀` says that g is positive at some energy E₀. Then the inequality is strict. Above the larger of E₀ and 2μ, both g and f are positive, so the tail integral is positive. Lean uses the criterion that a nonnegative integrable function has a positive integral exactly when the set where it is nonzero has positive measure; `hsub` shows that this set contains a half-line.

## The chemical potential at a given density

```lean
/-- Let the density of states be nondecreasing, zero below the band edge `0` and positive at some
energy, and let `μ ≥ 0`. If filling the band up to `EF` gives the same carrier density as the
thermal distribution, then the chemical potential lies strictly below `EF`. -/
theorem chemicalPotential_lt_fermiEnergy {g : ℝ → ℝ} {μ kT E₀ EF : ℝ} (hg : Monotone g)
    (h0 : ∀ E < 0, g E = 0) (hμ : 0 ≤ μ) (hE₀ : 0 < g E₀)
    (hint : Integrable fun E => g E * fermi μ kT E)
    (hEF : ∫ E in (0 : ℝ)..EF, g E = carrierDensity g μ kT) : μ < EF := by
  by_contra hcon
  have h1 : 0 ≤ ∫ E in EF..μ, g E :=
    intervalIntegral.integral_nonneg (not_lt.mp hcon) fun E _ => dos_nonneg hg h0 E
  have h2 := intervalIntegral.integral_add_adjacent_intervals
    (hg.intervalIntegrable (μ := volume) (a := 0) (b := EF))
    (hg.intervalIntegrable (μ := volume) (a := EF) (b := μ))
  linarith [filled_band_lt_carrierDensity hg h0 hμ hE₀ hint]
```

The hypothesis `hEF` characterises the Fermi energy EF: filling every state from the edge to EF gives the same density as the thermal distribution,

∫[0, EF] g(E) dE = n.

The theorem concludes μ < EF. It takes EF as given and does not prove that such an energy exists.

The argument is by contradiction. If EF ≤ μ, then filling up to μ gives at least as many carriers as filling up to EF, because g ≥ 0. Hence ∫[0, μ] g(E) dE ≥ n, against the strict inequality. In the proof, `by_contra` introduces the assumption, `h1` is the nonnegative contribution between EF and μ, and `h2` adds the intervals.

## The three-dimensional parabolic band

```lean
/-- For a parabolic band, with density of states `√E` above the edge and zero below, the
occupied density of states is integrable at every positive temperature. -/
theorem parabolic_integrable_witness (μ : ℝ) {kT : ℝ} (hkT : 0 < kT) :
    Integrable fun E => Real.sqrt E * fermi μ kT E := by
  have hsupp : Function.support (fun E => Real.sqrt E * fermi μ kT E) ⊆ Ioi 0 := by
    intro E hE
    by_contra h
    exact hE (by simp [Real.sqrt_eq_zero_of_nonpos (not_lt.mp h)])
  rw [← integrableOn_iff_integrable_of_support_subset hsupp]
  have base := integrableOn_rpow_mul_exp_neg_mul_rpow (s := 1 / 2) (p := 1) (b := 1 / kT)
    (by norm_num) one_pos (by positivity)
  -- compare with the Boltzmann tail
  refine Integrable.mono' (base.const_mul (Real.exp (μ / kT)))
    (Real.continuous_sqrt.mul (fermi_continuous μ kT)).aestronglyMeasurable
    ((ae_restrict_iff' measurableSet_Ioi).2 (Filter.Eventually.of_forall fun E _ => ?_))
  have hb : fermi μ kT E ≤ Real.exp (μ / kT) * Real.exp (-(1 / kT) * E) := by
    have h : μ / kT + -(1 / kT) * E = -((E - μ) / kT) := by ring
    rw [← Real.exp_add, h, Real.exp_neg, ← one_div]
    exact one_div_le_one_div_of_le (Real.exp_pos _) (by linarith)
  rw [Real.norm_of_nonneg (mul_nonneg (Real.sqrt_nonneg _) (fermi_pos _ _ _).le),
    Real.rpow_one, ← Real.sqrt_eq_rpow]
  calc Real.sqrt E * fermi μ kT E
      ≤ Real.sqrt E * (Real.exp (μ / kT) * Real.exp (-(1 / kT) * E)) :=
        mul_le_mul_of_nonneg_left hb (Real.sqrt_nonneg _)
    _ = _ := by ring
```

For a parabolic band in three dimensions, g is proportional to √E; the constant prefactor is set to 1 here. Lean's `Real.sqrt` returns 0 for negative arguments, so it already describes a band with its edge at 0. The theorem shows that √E f(E) is integrable whenever kT > 0.

By hand, 1 + exp((E − μ)/kT) is larger than exp((E − μ)/kT), so

f(E) ≤ exp(μ/kT) exp(−E/kT).

The product √E exp(−E/kT) is integrable on the positive half-line, and a continuous function bounded by an integrable one is integrable. In the code, `hsupp` confines the problem to positive energies, `base` is the known integrable function, and `hb` is the Boltzmann bound.

```lean
/-- For the parabolic band `√E` at positive temperature, the carrier density strictly exceeds
`(2/3) μ^(3/2)`. -/
theorem parabolic_band_bound {μ kT : ℝ} (hμ : 0 ≤ μ) (hkT : 0 < kT) :
    2 / 3 * μ ^ (3 / 2 : ℝ) < carrierDensity Real.sqrt μ kT := by
  have h := filled_band_lt_carrierDensity (g := Real.sqrt) (E₀ := 1)
    (fun _ _ h => Real.sqrt_le_sqrt h) (fun E hE => Real.sqrt_eq_zero_of_nonpos hE.le)
    hμ (by simp) (parabolic_integrable_witness μ hkT)
  have hI : ∫ E in (0 : ℝ)..μ, Real.sqrt E = 2 / 3 * μ ^ (3 / 2 : ℝ) := by
    simp only [Real.sqrt_eq_rpow]
    rw [integral_rpow (Or.inl (by norm_num)),
      show (1 / 2 : ℝ) + 1 = 3 / 2 by norm_num, Real.zero_rpow (by norm_num)]
    ring
  rwa [hI] at h

end

end DegenerateCarriers
```

For μ ≥ 0 and kT > 0 the strict inequality now gives

n > (2/3) μ^(3/2).

The right side is ∫[0, μ] √E dE, computed in `hI`. The proof applies the strict theorem with E₀ = 1, where √E₀ = 1 is positive. At μ = 0 the bound says that the carrier density is positive even though there are no states between the edge and μ. Restoring the positive prefactor of the density of states multiplies both sides equally.

```lean
#print axioms DegenerateCarriers.filled_band_le_carrierDensity
-- 'DegenerateCarriers.filled_band_le_carrierDensity' depends on axioms: [propext, Classical.choice, Quot.sound]
#print axioms DegenerateCarriers.filled_band_lt_carrierDensity
-- 'DegenerateCarriers.filled_band_lt_carrierDensity' depends on axioms: [propext, Classical.choice, Quot.sound]
#print axioms DegenerateCarriers.chemicalPotential_lt_fermiEnergy
-- 'DegenerateCarriers.chemicalPotential_lt_fermiEnergy' depends on axioms: [propext, Classical.choice, Quot.sound]
#print axioms DegenerateCarriers.parabolic_band_bound
-- 'DegenerateCarriers.parabolic_band_bound' depends on axioms: [propext, Classical.choice, Quot.sound]
```
